# Away from the poles, a geodesic term with prefactor exp(cτ) solves the heat equation on the unit three-sphere exactly when c = 1

The three-sphere enters here through one coordinate, the polar angle θ, and not as a manifold. A function that depends on θ alone (a zonal function) is an ordinary function of a real variable, and the Laplacian acts on it as

D f = f'' + 2 cot θ f'.

This expression makes sense wherever sin θ ≠ 0, which includes the physical range 0 < θ < π and leaves out the poles. All the statements below are local: they hold at a given angle and a given time.

For a single free particle on the unit three-sphere, with Hamiltonian −D in units where ħ²/(2m) = 1, the heat equation dK/dτ = D K is the Schrödinger equation in imaginary time τ. The geodesic terms studied here are the winding contributions to its propagator.

```lean
import Mathlib

open Real

namespace ThreeSphereHeat

noncomputable section
```

The first line loads the mathematical library Mathlib. The second lets `π`, `sin` and `exp` be written without a prefix.

## The operator and the winding terms

```lean
/-- The Laplacian of the unit three-sphere on functions of the polar angle alone,
`f'' + 2 cot θ f'`, for `sin θ ≠ 0`. -/
def zonalLaplacian (f : ℝ → ℝ) (θ : ℝ) : ℝ :=
  deriv (deriv f) θ + 2 * (cos θ / sin θ) * deriv f θ
```

The type `ℝ → ℝ` is that of real functions of a real variable, and `deriv f θ` is f'(θ). The definition is therefore D f as written above, with the cotangent spelled out as cos θ / sin θ.

```lean
/-- The contribution of the geodesic of signed length `θ + 2πk` at imaginary time `τ`, with a
constant `c` in the prefactor `exp (c τ)`; the domain is `τ > 0`, `sin θ ≠ 0`. -/
def geodesicTerm (c : ℝ) (k : ℤ) (τ θ : ℝ) : ℝ :=
  exp (c * τ) * (4 * π * τ) ^ (-(3 / 2) : ℝ) * ((θ + 2 * π * k) / sin θ) *
    exp (-(θ + 2 * π * k) ^ 2 / (4 * τ))
```

Write x = θ + 2πk, where the integer k counts windings around the great circle. Then `geodesicTerm c k τ θ` is

K = exp(cτ) (4πτ)^(-3/2) (x / sin θ) exp(−x²/(4τ)).

The Gaussian is the weight of a path of length |x|, and x / sin θ describes how neighbouring geodesics spread or focus. The constant c is left open. Physically it is an energy offset, since changing it multiplies K by an exponential in τ, as a constant potential would. The theorems will determine which offset belongs to the pure Laplacian.

For k = 0 and small θ and τ, the factors x / sin θ and exp(cτ) tend to 1. What remains is the heat kernel of flat three-dimensional space, (4πτ)^(-3/2) exp(−θ²/(4τ)).

```lean
/-- The geodesic term multiplied by `sin θ`, a function on the unrolled line, for `τ > 0`. -/
def lineTerm (c : ℝ) (k : ℤ) (τ y : ℝ) : ℝ :=
  exp (c * τ) * (4 * π * τ) ^ (-(3 / 2) : ℝ) *
    ((y + 2 * π * k) * exp (-(y + 2 * π * k) ^ 2 / (4 * τ)))
```

This is the same term multiplied by sin θ. Without that denominator it is a smooth function u of a variable y on the whole line, with x = y + 2πk.

```lean
/-- The slope of `lineTerm` along the line, for `τ > 0`. -/
def lineSlope (c : ℝ) (k : ℤ) (τ y : ℝ) : ℝ :=
  exp (c * τ) * (4 * π * τ) ^ (-(3 / 2) : ℝ) *
    ((1 - (y + 2 * π * k) ^ 2 / (2 * τ)) * exp (-(y + 2 * π * k) ^ 2 / (4 * τ)))
```

This is the formula for u'. At this point it is only a definition; that it is the derivative of `lineTerm` is proved further down.

## From the sphere to the line

```lean
/-- The first derivative of a zonal function written as `u / sin`. -/
theorem hasDerivAt_div_sin {u : ℝ → ℝ} {v θ : ℝ} (hu : HasDerivAt u v θ) (hs : sin θ ≠ 0) :
    HasDerivAt (fun y => u y / sin y) ((v * sin θ - u θ * cos θ) / sin θ ^ 2) θ :=
  hu.fun_div (Real.hasDerivAt_sin θ) hs
```

A theorem in Lean lists its hypotheses, then a colon, then the claim, and the proof follows `:=`. The statement `HasDerivAt u v θ` says that u is differentiable at θ with derivative v. Here the claim is the quotient rule,

(u / sin)' = (u' sin θ − u cos θ) / sin² θ,

and the proof is Mathlib's quotient rule applied to u and the sine.

```lean
/-- Reduction to one dimension: on `u / sin θ` the zonal Laplacian gives `(u'' + u) / sin θ`. -/
theorem zonalLaplacian_div_sin {u v : ℝ → ℝ} {w θ : ℝ} (hu : ∀ y, HasDerivAt u (v y) y)
    (hv : HasDerivAt v w θ) (hs : sin θ ≠ 0) :
    zonalLaplacian (fun y => u y / sin y) θ = (w + u θ) / sin θ := by
  -- the first derivative is known in a whole neighbourhood of `θ`
  have hev : deriv (fun y => u y / sin y) =ᶠ[nhds θ]
      fun y => (v y * sin y - u y * cos y) / sin y ^ 2 := by
    have hne : ∀ᶠ y in nhds θ, sin y ≠ 0 :=
      Real.continuous_sin.continuousAt.eventually_ne hs
    filter_upwards [hne] with y hy
    exact (hasDerivAt_div_sin (hu y) hy).deriv
  have hsq : HasDerivAt (fun y => sin y ^ 2) (2 * sin θ * cos θ) θ :=
    ((Real.hasDerivAt_sin θ).fun_pow 2).congr_deriv (by ring)
  have h2 := ((hv.fun_mul (Real.hasDerivAt_sin θ)).fun_sub
    ((hu θ).fun_mul (Real.hasDerivAt_cos θ))).fun_div hsq (pow_ne_zero 2 hs)
  unfold zonalLaplacian
  rw [hev.deriv_eq, h2.deriv, (hasDerivAt_div_sin (hu θ) hs).deriv]
  field_simp
  ring
```

In this theorem `v` is the function u' and `w` is the number u''(θ). To derive the result by hand, set f = u / sin θ and N = u' sin θ − u cos θ, so that f' = N / sin² θ. The terms with u' cancel in

N' = u'' sin θ + u' cos θ − u' cos θ + u sin θ = (u'' + u) sin θ.

Differentiating f' = N / sin² θ once more gives

f'' = N' / sin² θ − 2 cos θ N / sin³ θ = (u'' + u) / sin θ − 2 cot θ f'.

The last term is exactly what the Laplacian adds back, and so

D f = (u'' + u) / sin θ.

The Lean proof follows the same route with one extra care. A second derivative at θ requires the first derivative at all nearby points, not just at θ. The step `hev` supplies this: the sine is continuous, so it stays nonzero near θ, and the quotient rule holds throughout that neighbourhood. Then `h2` differentiates N / sin² θ, and `field_simp` and `ring` carry out the cancellation.

## The energy levels

```lean
/-- The zonal Laplacian multiplies the function `sin (n θ) / sin θ` by `-(n² - 1)`, for every real
`n`, wherever `sin θ ≠ 0`. -/
theorem zonalLaplacian_mode (n : ℝ) {θ : ℝ} (hs : sin θ ≠ 0) :
    zonalLaplacian (fun y => sin (n * y) / sin y) θ
      = -(n ^ 2 - 1) * (sin (n * θ) / sin θ) := by
  have hl : ∀ y : ℝ, HasDerivAt (fun y => n * y) n y := fun y =>
    ((hasDerivAt_id' y).const_mul n).congr_deriv (mul_one n)
  rw [zonalLaplacian_div_sin (u := fun y => sin (n * y)) (v := fun y => cos (n * y) * n)
    (fun y => (hl y).sin) ((hl θ).cos.mul_const n) hs]
  ring
```

Take u = sin(nθ). Then u'' = −n² sin(nθ), and the reduction gives

D [sin(nθ) / sin θ] = −(n² − 1) sin(nθ) / sin θ.

In the proof, `hl` is the derivative of ny, the chain rule gives u' and u'', and `ring` collects the terms.

The theorem allows every real n because it is a local identity. Regularity at both poles selects the integers, and n = 0 gives only the zero function. The smallest positive integer, n = 1, gives the constant function 1 with eigenvalue 0, the ground state of the free particle.

The hypothesis sin θ ≠ 0 is needed. Take n = 2 and θ = 0. Near the pole the function is 2 cos θ, but Lean sets division by zero to zero, so its value at the pole itself is 0. The right-hand side is then 0, while the left-hand side evaluates to −2, and the identity fails.

## The Gaussian profile

```lean
/-- First and second derivatives of the line profile of a geodesic term. -/
theorem lineTerm_derivatives (c : ℝ) (k : ℤ) (τ y : ℝ) :
    HasDerivAt (lineTerm c k τ) (lineSlope c k τ y) y ∧
    HasDerivAt (lineSlope c k τ)
      (((y + 2 * π * k) ^ 2 / (4 * τ ^ 2) - 3 / (2 * τ)) * lineTerm c k τ y) y := by
  have h1 : HasDerivAt (fun y : ℝ => y + 2 * π * k) 1 y :=
    (hasDerivAt_id' y).add_const (2 * π * k)
  have h2 : HasDerivAt (fun y : ℝ => -(y + 2 * π * k) ^ 2 / (4 * τ))
      (-(y + 2 * π * k) / (2 * τ)) y :=
    (((h1.fun_pow 2).fun_neg).div_const (4 * τ)).congr_deriv (by ring)
  have h3 : HasDerivAt (fun y : ℝ => 1 - (y + 2 * π * k) ^ 2 / (2 * τ))
      (-(y + 2 * π * k) / τ) y :=
    (((h1.fun_pow 2).div_const (2 * τ)).const_sub 1).congr_deriv (by ring)
  constructor
  · exact ((h1.fun_mul h2.exp).const_mul
      (exp (c * τ) * (4 * π * τ) ^ (-(3 / 2) : ℝ))).congr_deriv (by unfold lineSlope; ring)
  · exact ((h3.fun_mul h2.exp).const_mul
      (exp (c * τ) * (4 * π * τ) ^ (-(3 / 2) : ℝ))).congr_deriv (by unfold lineTerm; ring)
```

The symbol `∧` means "and": the theorem gives the first and the second derivative together. Write A = exp(cτ)(4πτ)^(-3/2) and E = exp(−x²/(4τ)), so that u = A x E. Since E' = −(x / (2τ)) E,

u' = A (1 − x²/(2τ)) E,

u'' = A [−x/τ − (x/(2τ)) (1 − x²/(2τ))] E = (x²/(4τ²) − 3/(2τ)) u.

The steps `h1`, `h2` and `h3` differentiate x, the exponent and the bracket 1 − x²/(2τ). The product rule then combines them, once for each half of the claim.

```lean
/-- The zonal Laplacian of a finite weighted sum of geodesic terms, term by term. -/
theorem zonalLaplacian_sum (c : ℝ) (S : Finset ℤ) (a : ℤ → ℝ) (τ : ℝ) {θ : ℝ}
    (hs : sin θ ≠ 0) :
    zonalLaplacian (fun y => ∑ k ∈ S, a k * geodesicTerm c k τ y) θ
      = ∑ k ∈ S, a k * ((1 - 3 / (2 * τ) + (θ + 2 * π * k) ^ 2 / (4 * τ ^ 2)) *
          geodesicTerm c k τ θ) := by
  have e : (fun y => ∑ k ∈ S, a k * geodesicTerm c k τ y)
      = fun y => (∑ k ∈ S, a k * lineTerm c k τ y) / sin y := by
    funext y
    rw [Finset.sum_div]
    refine Finset.sum_congr rfl fun k _ => ?_
    unfold geodesicTerm lineTerm
    ring
  rw [e, zonalLaplacian_div_sin (u := fun y => ∑ k ∈ S, a k * lineTerm c k τ y)
    (v := fun y => ∑ k ∈ S, a k * lineSlope c k τ y)
    (fun y => HasDerivAt.fun_sum fun k _ => (lineTerm_derivatives c k τ y).1.const_mul (a k))
    (HasDerivAt.fun_sum fun k _ => (lineTerm_derivatives c k τ θ).2.const_mul (a k)) hs,
    ← Finset.sum_add_distrib, Finset.sum_div]
  refine Finset.sum_congr rfl fun k _ => ?_
  unfold geodesicTerm lineTerm
  ring
```

Here `S` is a finite set of winding numbers and `a k` is a real weight aₖ for each of them. With xₖ = θ + 2πk and Kₖ the corresponding term, the theorem says

D Σ aₖ Kₖ = Σ aₖ (1 − 3/(2τ) + xₖ²/(4τ²)) Kₖ.

The derivation has three steps. Pull the common factor 1 / sin θ out of the sum, which is the equation `e` in the proof. Apply the reduction to the profile Σ aₖ uₖ, whose derivatives are taken term by term. Then insert uₖ'' from the previous theorem. The 1 in the bracket comes from the "+ u" in u'' + u, and so from the curvature of the sphere; the other two terms come from u'', the second derivative of x times a Gaussian on the line.

## The time derivative

```lean
/-- The imaginary-time derivative of a geodesic term. -/
theorem geodesicTerm_time (c : ℝ) (k : ℤ) {τ : ℝ} (θ : ℝ) (hτ : 0 < τ) :
    HasDerivAt (fun t => geodesicTerm c k t θ)
      ((c - 3 / (2 * τ) + (θ + 2 * π * k) ^ 2 / (4 * τ ^ 2)) * geodesicTerm c k τ θ) τ := by
  have hl : ∀ b : ℝ, HasDerivAt (fun t => b * t) b τ := fun b =>
    ((hasDerivAt_id' τ).const_mul b).congr_deriv (mul_one b)
  have hne : 4 * π * τ ≠ 0 := by positivity
  have hP : HasDerivAt (fun t => (4 * π * t) ^ (-(3 / 2) : ℝ))
      (-(3 / (2 * τ)) * (4 * π * τ) ^ (-(3 / 2) : ℝ)) τ := by
    refine ((hl (4 * π)).rpow_const (Or.inl hne)).congr_deriv ?_
    rw [Real.rpow_sub_one hne]
    generalize (4 * π * τ) ^ (-(3 / 2) : ℝ) = P
    linear_combination (-(3 / 2) * P * τ⁻¹) * mul_inv_cancel₀ Real.pi_ne_zero
  have hG : HasDerivAt (fun t => -(θ + 2 * π * k) ^ 2 / (4 * t))
      ((θ + 2 * π * k) ^ 2 / (4 * τ ^ 2)) τ :=
    ((hasDerivAt_const τ (-(θ + 2 * π * k) ^ 2)).fun_div (hl 4)
      (by positivity)).congr_deriv (by ring)
  exact ((((hl c).exp.fun_mul hP).mul_const ((θ + 2 * π * k) / sin θ)).fun_mul
    hG.exp).congr_deriv (by unfold geodesicTerm; ring)
```

Three factors of K depend on τ, and each contributes its logarithmic derivative. The prefactor exp(cτ) gives c. The power gives

d/dτ (4πτ)^(-3/2) = −(3/2) · 4π (4πτ)^(-5/2) = −(3/(2τ)) (4πτ)^(-3/2),

and the exponent −x²/(4τ) has derivative x²/(4τ²). Together,

dK/dτ = (c − 3/(2τ) + x²/(4τ²)) K.

In the proof, `hP` is the derivative of the power and `hG` that of the exponent. Both use τ > 0, which is the hypothesis `hτ`. The last line multiplies the factors together with the product rule.

## Sums over windings, and the value of c

```lean
/-- Every finite weighted sum of geodesic terms with prefactor `exp τ` satisfies the zonal heat
equation of the three-sphere at each time `τ > 0` and each angle with `sin θ ≠ 0`. -/
theorem geodesic_sum_heat_equation (S : Finset ℤ) (a : ℤ → ℝ) {τ θ : ℝ} (hτ : 0 < τ)
    (hs : sin θ ≠ 0) :
    HasDerivAt (fun t => ∑ k ∈ S, a k * geodesicTerm 1 k t θ)
      (zonalLaplacian (fun y => ∑ k ∈ S, a k * geodesicTerm 1 k τ y) θ) τ := by
  rw [zonalLaplacian_sum 1 S a τ hs]
  exact HasDerivAt.fun_sum fun k _ => (geodesicTerm_time 1 k θ hτ).const_mul (a k)
```

For c = 1 the bracket in the time derivative is the same as the bracket in the Laplacian, for each k separately. Both operations are linear, so every finite weighted sum satisfies

d/dτ Σ aₖ Kₖ = D Σ aₖ Kₖ.

The proof rewrites the right-hand side with the formula for D and then differentiates the sum in τ term by term.

The heat kernel of the three-sphere is the sum over all integers k with every weight equal to 1. The theorem covers its finite truncations, but neither the convergence of the infinite sum nor its approach to a point source as τ → 0. No single term is a smooth function on the whole sphere: as θ approaches π, x tends to (2k + 1)π, which is never zero, so the factor x / sin θ diverges.

```lean
/-- A single geodesic term with prefactor `exp (c τ)` satisfies the zonal heat equation of the
three-sphere at a given time `τ > 0` and angle with `sin θ ≠ 0` if and only if `c = 1`. -/
theorem geodesic_heat_equation_iff (c : ℝ) (k : ℤ) {τ θ : ℝ} (hτ : 0 < τ) (hs : sin θ ≠ 0) :
    HasDerivAt (fun t => geodesicTerm c k t θ) (zonalLaplacian (geodesicTerm c k τ) θ) τ
      ↔ c = 1 := by
  have hD : zonalLaplacian (geodesicTerm c k τ) θ
      = (1 - 3 / (2 * τ) + (θ + 2 * π * k) ^ 2 / (4 * τ ^ 2)) * geodesicTerm c k τ θ := by
    simpa only [Finset.sum_singleton, one_mul] using
      zonalLaplacian_sum c {k} (fun _ => 1) τ hs
  -- a geodesic of length zero would end at a pole
  have hx : θ + 2 * π * k ≠ 0 := by
    intro h
    apply hs
    rw [← Real.sin_add_int_mul_two_pi θ k,
      show θ + (k : ℝ) * (2 * π) = 0 by linarith, Real.sin_zero]
  have hK : geodesicTerm c k τ θ ≠ 0 := by
    have hP : (4 * π * τ) ^ (-(3 / 2) : ℝ) ≠ 0 :=
      (Real.rpow_pos_of_pos (by positivity) _).ne'
    exact mul_ne_zero (mul_ne_zero (mul_ne_zero (Real.exp_ne_zero _) hP)
      (div_ne_zero hx hs)) (Real.exp_ne_zero _)
  rw [hD]
  constructor
  · intro h
    have h2 := mul_right_cancel₀ hK (h.unique (geodesicTerm_time c k θ hτ))
    linarith
  · rintro rfl
    exact geodesicTerm_time 1 k θ hτ

end

end ThreeSphereHeat
```

The symbol `↔` means "if and only if". The statement concerns one winding number, one time and one angle, and already there the heat equation holds only for c = 1.

The step `hD` obtains D K from the sum formula by taking a single winding number with weight 1. Suppose now that the heat equation holds. A function has only one derivative at a point, so the two expressions for dK/dτ agree:

(1 − 3/(2τ) + x²/(4τ²)) K = (c − 3/(2τ) + x²/(4τ²)) K.

If K ≠ 0, it can be divided out, and c = 1 remains. To see that K is nonzero, note that the exponentials and the power of 4πτ are positive, so only x could vanish. But x = 0 means θ = −2πk, hence sin θ = 0, which is excluded. These two facts are `hx` and `hK` in the proof. Conversely, if c = 1, the time derivative computed earlier is already D K.

For weighted sums the equivalence would be false, since with all weights zero every c works. For a single term, the factor exp(τ) is fixed by the Laplacian. A propagator for this free particle built from terms with another c would satisfy

dK/dτ = (D + c − 1) K,

and all its energy levels n² − 1 would be shifted by the same constant 1 − c.

```lean
#print axioms ThreeSphereHeat.zonalLaplacian_mode
-- 'ThreeSphereHeat.zonalLaplacian_mode' depends on axioms: [propext, Classical.choice, Quot.sound]
#print axioms ThreeSphereHeat.geodesic_sum_heat_equation
-- 'ThreeSphereHeat.geodesic_sum_heat_equation' depends on axioms: [propext, Classical.choice, Quot.sound]
#print axioms ThreeSphereHeat.geodesic_heat_equation_iff
-- 'ThreeSphereHeat.geodesic_heat_equation_iff' depends on axioms: [propext, Classical.choice, Quot.sound]
```
